# A common nuclear term cancels from the weighted hyperfine difference n³Eₙ − E₁

Let E₁ and E₂ be the 1s and 2s hyperfine splittings of a hydrogen-like ion, in units of the nonrelativistic 1s splitting, and let z = Zα, where Z is the nuclear charge number and α the fine-structure constant. If the nuclear correction, scaled by n³, is the same number c in both states, then c drops out of 8E₂ − E₁, and

(8E₂ − E₁)/z² → 5/8 as z → 0.

For any ns state with n ≥ 1, under the same condition,

(n³Eₙ − E₁)/z² → (n−1)(2n+11)/(6n²).

The model has one electron, described by the Dirac point-nucleus factor plus an additive nuclear term, without radiative or recoil corrections. Within it, when the nuclear term is common to both states, the weighted difference leaves only the difference of their relativistic factors, so a poorly known nuclear term does not affect it.

## The limit by hand

Put g = √(1−z²). The apparent quantum number N and the Dirac factor Aₙ of the ns state are

N = √((n−1)² + 2(n−1)g + 1),

Aₙ = n³(2(g+n−1) + N) / (N⁴ g(4g²−1)).

For n = 1, N = 1 and 4g²−1 = (2g−1)(2g+1), so A₁ = 1/(g(2g−1)). For n = 2, N = √(2(1+g)) and N⁴ = 4(1+g)², so

A₂ = 2(2(1+g) + √(2(1+g))) / ((1+g)² g(4g²−1)).

The splitting with nuclear term c is

Eₙ = (Aₙ + c)/n³.

Here c stands for the effect of the nucleus's extended charge and magnetisation. To leading order in Zα that effect follows the electron density at the nucleus, which scales as 1/n³; this is the physical ground for taking c equal in all s states.

Now expand about g = 1, where N = n and dN/dg = (n−1)/N = (n−1)/n. Write Aₙ = P/Q, with P the numerator and Q the denominator. At g = 1,

P = Q = 3n⁴,

P′ = n³(2 + (n−1)/n) = 3n³ − n²,

Q′ = 4N³N′·3 + N⁴·11 = 12n³ − 12n² + 11n⁴.

So Aₙ = 1 there, and because P = Q the quotient rule reduces to

dAₙ/dg = (P′ − Q′)/Q = −(11n² + 9n − 11)/(3n²).

In the variable x = z², g = √(1−x) has slope −1/2 at x = 0. The chain rule gives

(Aₙ − 1)/z² → (11n² + 9n − 11)/(6n²),

which is 3/2 for n = 1 and 17/8 for n = 2.

Let the ns state carry the nuclear term c and the 1s state the term d. Then

n³Eₙ − E₁ = (Aₙ − A₁) + (c − d).

Divided by z², the first bracket tends to

(11n² + 9n − 11)/(6n²) − 3/2 = (n−1)(2n+11)/(6n²).

If c = d, this is the whole limit. For n = 2 it equals 15/24 = 5/8.

## When the nuclear terms differ

Take n = 2, c = z² and d = 0. The quotient then tends to 5/8 + 1 = 13/8. A fixed nonzero difference c − d does worse: it contributes (c − d)/z², which diverges.

## The weighted difference in a numerical calculation

A program that computes both splittings can form `8*E2 - E1`. Using the same nuclear model for both states does not by itself make c common: beyond leading order in Zα, the scaled nuclear term depends on n, and the cancellation is then only approximate. With a common c, the closed forms at z = 0.1 give about 0.639 for the quotient, already near 0.625. Very small z makes a poor test: in double precision at z = 10⁻⁹, 1 − z² rounds to 1, both Dirac factors evaluate to 1, and with c = 0 the computed quotient is 0.

## Definitions in Lean

```lean
import Mathlib

open Filter Topology

namespace HyperfineNuclearSize

noncomputable section
```

The coupling z is a real variable, so the limit treats Zα as continuous.

```lean
/-- The Dirac parameter `g = √(1 - z²)` of an s electron at coupling `z = Zα`, for `|z| ≤ 1`. -/
def diracGamma (z : ℝ) : ℝ := √(1 - z ^ 2)

/-- The apparent principal quantum number `N` of the Dirac `ns` state, as a function of `g`. -/
def effN (n : ℕ) (g : ℝ) : ℝ := √(((n : ℝ) - 1) ^ 2 + 2 * ((n : ℝ) - 1) * g + 1)
```

The Dirac factor enters as a definition; it is not derived from the Dirac equation.

```lean
/-- The Dirac factor multiplying the nonrelativistic hyperfine splitting of the `ns` state with a
point nucleus, for `n ≥ 1` and `g > 1/2`. -/
def diracFactor (n : ℕ) (g : ℝ) : ℝ :=
  (n : ℝ) ^ 3 * (2 * (g + n - 1) + effN n g) / (effN n g ^ 4 * (g * (4 * g ^ 2 - 1)))

/-- The `ns` hyperfine splitting (`n ≥ 1`) with nuclear term `c`, in units of the nonrelativistic
`1s` splitting. -/
def splitting (n : ℕ) (z c : ℝ) : ℝ := (diracFactor n (diracGamma z) + c) / (n : ℝ) ^ 3
```

In `weightedDifference n z c d`, the argument `c` belongs to the ns state and `d` to the 1s state.

```lean
/-- The weighted difference `n³ Eₙ - E₁`, with nuclear term `c` in the `ns` state and `d` in the
`1s` state. -/
def weightedDifference (n : ℕ) (z c d : ℝ) : ℝ :=
  (n : ℝ) ^ 3 * splitting n z c - splitting 1 z d
```

## The closed 1s and 2s forms

Both statements are multiplied through by the denominator. The condition g > 1/2 makes 4g²−1 positive, so each is equivalent to the quotient given above.

```lean
/-- For `g > 1/2` the `1s` Dirac factor is `1 / (g (2g - 1))`, written without division. -/
theorem diracFactor_1s {g : ℝ} (hg : 1 / 2 < g) :
    diracFactor 1 g * (g * (2 * g - 1)) = 1 := by
  have e : effN 1 g = 1 := by simp [effN]
  have h0 : 0 < g := by linarith
  have h1 : 0 < 4 * g ^ 2 - 1 := by nlinarith
  have hden : (1 : ℝ) ^ 4 * (g * (4 * g ^ 2 - 1)) ≠ 0 :=
    (mul_pos (by norm_num) (mul_pos h0 h1)).ne'
  unfold diracFactor
  rw [e, div_mul_eq_mul_div, div_eq_iff hden]
  push_cast
  ring
```

The 2s case also needs the fourth power of the square root, supplied by `s4`.

```lean
/-- For `g > 1/2` the `2s` Dirac factor is
`2 (2(1+g) + √(2(1+g))) / ((1+g)² g (4g² - 1))`, written without division. -/
theorem diracFactor_2s {g : ℝ} (hg : 1 / 2 < g) :
    diracFactor 2 g * ((1 + g) ^ 2 * (g * (4 * g ^ 2 - 1))) =
      2 * (2 * (1 + g) + √(2 * (1 + g))) := by
  have e : effN 2 g = √(2 * (1 + g)) := by
    unfold effN
    congr 1
    push_cast
    ring
  have s4 : √(2 * (1 + g)) ^ 4 = 4 * (1 + g) ^ 2 := by
    calc √(2 * (1 + g)) ^ 4 = (√(2 * (1 + g)) ^ 2) ^ 2 := by ring
      _ = 4 * (1 + g) ^ 2 := by rw [Real.sq_sqrt (by linarith)]; ring
  have h0 : 0 < g := by linarith
  have h1 : 0 < 4 * g ^ 2 - 1 := by nlinarith
  have hden : 4 * (1 + g) ^ 2 * (g * (4 * g ^ 2 - 1)) ≠ 0 :=
    (mul_pos (by positivity) (mul_pos h0 h1)).ne'
  unfold diracFactor
  rw [e, s4, div_mul_eq_mul_div, div_eq_iff hden]
  push_cast
  ring
```

## The slope at the nonrelativistic point

Two evaluations at g = 1 come first: N = n and Aₙ = 1.

```lean
/-- In the nonrelativistic limit `g = 1` the apparent quantum number is `n`. -/
theorem effN_one (n : ℕ) : effN n 1 = n := by
  have h : ((n : ℝ) - 1) ^ 2 + 2 * ((n : ℝ) - 1) * 1 + 1 = (n : ℝ) ^ 2 := by ring
  unfold effN
  rw [h, Real.sqrt_sq (Nat.cast_nonneg n)]

/-- In the nonrelativistic limit `g = 1` the Dirac factor of every `ns` state, `n ≥ 1`, is one. -/
theorem diracFactor_one {n : ℕ} (hn : 1 ≤ n) : diracFactor n 1 = 1 := by
  have hp : (0 : ℝ) < n := by exact_mod_cast hn
  have h3 : (1 : ℝ) * (4 * 1 ^ 2 - 1) = 3 := by norm_num
  unfold diracFactor
  rw [effN_one, h3, div_eq_one_iff_eq (by positivity)]
  ring
```

The derivative follows the calculation by hand. `hN` is the slope of N, `hnum` is P′, `hpoly` is the 11 from g(4g²−1), and `hden` is Q′. The quotient rule `fun_div` combines them, and `field_simp` and `ring` simplify the result.

```lean
/-- The rate of change of the `ns` Dirac factor, `n ≥ 1`, with `g` at the nonrelativistic point
`g = 1`. -/
theorem hasDerivAt_diracFactor {n : ℕ} (hn : 1 ≤ n) :
    HasDerivAt (diracFactor n) (-(11 * (n : ℝ) ^ 2 + 9 * n - 11) / (3 * (n : ℝ) ^ 2)) 1 := by
  have hp : (0 : ℝ) < n := by exact_mod_cast hn
  have h3 : (1 : ℝ) * (4 * 1 ^ 2 - 1) = 3 := by norm_num
  -- the apparent quantum number
  have hN : HasDerivAt (effN n) (((n : ℝ) - 1) / n) 1 := by
    have h0 : ((n : ℝ) - 1) ^ 2 + 2 * ((n : ℝ) - 1) * 1 + 1 = (n : ℝ) ^ 2 := by ring
    have hne : ((n : ℝ) - 1) ^ 2 + 2 * ((n : ℝ) - 1) * 1 + 1 ≠ 0 := by
      rw [h0]; positivity
    have h := ((((hasDerivAt_id' (1 : ℝ)).const_mul (2 * ((n : ℝ) - 1))).const_add
      (((n : ℝ) - 1) ^ 2)).add_const (1 : ℝ)).sqrt hne
    refine h.congr_deriv ?_
    rw [h0, Real.sqrt_sq hp.le, mul_one]
    exact mul_div_mul_left _ _ two_ne_zero
  -- numerator and denominator of the Dirac factor
  have hnum : HasDerivAt (fun g : ℝ => (n : ℝ) ^ 3 * (2 * (g + n - 1) + effN n g))
      ((n : ℝ) ^ 3 * (2 + ((n : ℝ) - 1) / n)) 1 := by
    have h := (((((hasDerivAt_id' (1 : ℝ)).add_const (n : ℝ)).sub_const (1 : ℝ)).const_mul
      (2 : ℝ)).fun_add hN).const_mul ((n : ℝ) ^ 3)
    exact h.congr_deriv (by ring)
  have hpoly : HasDerivAt (fun g : ℝ => g * (4 * g ^ 2 - 1)) 11 1 := by
    have h := (hasDerivAt_id' (1 : ℝ)).fun_mul
      ((((hasDerivAt_id' (1 : ℝ)).fun_pow 2).const_mul (4 : ℝ)).sub_const (1 : ℝ))
    exact h.congr_deriv (by norm_num)
  have hden : HasDerivAt (fun g : ℝ => effN n g ^ 4 * (g * (4 * g ^ 2 - 1)))
      (12 * (n : ℝ) ^ 3 * (((n : ℝ) - 1) / n) + 11 * (n : ℝ) ^ 4) 1 := by
    refine ((hN.fun_pow 4).fun_mul hpoly).congr_deriv ?_
    simp only [effN_one, Nat.cast_ofNat, Nat.reduceSub]
    ring
  have hne : effN n 1 ^ 4 * ((1 : ℝ) * (4 * 1 ^ 2 - 1)) ≠ 0 := by
    rw [effN_one, h3]; positivity
  refine (hnum.fun_div hden hne).congr_deriv ?_
  simp only [effN_one, h3]
  field_simp
  ring
```

## From a derivative to a limit in z

`hs` is the slope −1/2 of √(1−x), and `hc` is the chain rule. A derivative at x = 0 is a limit of slopes over x ≠ 0; `hsq` shows that x = z² tends to 0 through nonzero values when z does. The filter `𝓝[≠] 0` expresses exactly this approach to 0 without reaching it.

```lean
/-- The leading relativistic correction to the `ns` hyperfine splitting, `n ≥ 1`: as `z → 0`,
`(Aₙ - 1)/z²` tends to `(11n² + 9n - 11)/(6n²)`. -/
theorem tendsto_diracFactor {n : ℕ} (hn : 1 ≤ n) :
    Tendsto (fun z : ℝ => (diracFactor n (diracGamma z) - 1) / z ^ 2) (𝓝[≠] 0)
      (𝓝 ((11 * (n : ℝ) ^ 2 + 9 * n - 11) / (6 * (n : ℝ) ^ 2))) := by
  -- differentiate in the variable x = z²
  have hs : HasDerivAt (fun x : ℝ => √(1 - x)) (-1 / 2) 0 :=
    (((hasDerivAt_id' (0 : ℝ)).const_sub 1).sqrt (by norm_num)).congr_deriv (by norm_num)
  have hc : HasDerivAt (fun x : ℝ => diracFactor n √(1 - x))
      ((11 * (n : ℝ) ^ 2 + 9 * n - 11) / (6 * (n : ℝ) ^ 2)) 0 :=
    ((hasDerivAt_diracFactor hn).comp_of_eq (0 : ℝ) hs (by simp)).congr_deriv (by ring)
  have hsq : Tendsto (fun z : ℝ => z ^ 2) (𝓝[≠] 0) (𝓝[≠] 0) := by
    refine tendsto_nhdsWithin_iff.mpr ⟨?_, ?_⟩
    · have h : Tendsto (fun z : ℝ => z ^ 2) (𝓝 0) (𝓝 ((0 : ℝ) ^ 2)) :=
        (continuous_pow 2).tendsto 0
      rw [zero_pow two_ne_zero] at h
      exact h.mono_left nhdsWithin_le_nhds
    · filter_upwards [self_mem_nhdsWithin] with z hz
      exact pow_ne_zero 2 hz
  refine ((hasDerivAt_iff_tendsto_slope.mp hc).comp hsq).congr fun z => ?_
  simp only [Function.comp_apply, slope_def_field, sub_zero, Real.sqrt_one,
    diracFactor_one hn, diracGamma]
```

## Separating the nuclear part

The next identity is the split into Dirac and nuclear brackets, valid for every z.

```lean
/-- For `n ≥ 1` the weighted difference is the difference of the Dirac factors plus the difference
of the nuclear terms. -/
theorem weightedDifference_eq {n : ℕ} (hn : 1 ≤ n) (z c d : ℝ) :
    weightedDifference n z c d =
      diracFactor n (diracGamma z) - diracFactor 1 (diracGamma z) + (c - d) := by
  have hp : (n : ℝ) ^ 3 ≠ 0 := pow_ne_zero 3 (by exact_mod_cast (by omega : n ≠ 0))
  unfold weightedDifference splitting
  rw [mul_div_cancel₀ _ hp, Nat.cast_one, one_pow, div_one]
  ring
```

The nuclear terms now become arbitrary functions `c` and `d` of z. The theorem is an equivalence: the limit is shifted by L exactly when (c − d)/z² tends to L. In the proof, `h0` is the limit of the Dirac part; subtracting it gives one direction and adding it gives the other.

```lean
/-- For `n ≥ 1` and state-dependent nuclear terms `c`, `d`, the limit of `(n³ Eₙ - E₁)/z²` is
shifted by `L` from `(n-1)(2n+11)/(6n²)` exactly when `(c - d)/z²` tends to `L`. -/
theorem tendsto_weightedDifference_iff {n : ℕ} (hn : 1 ≤ n) (c d : ℝ → ℝ) (L : ℝ) :
    Tendsto (fun z : ℝ => weightedDifference n z (c z) (d z) / z ^ 2) (𝓝[≠] 0)
        (𝓝 (((n : ℝ) - 1) * (2 * n + 11) / (6 * (n : ℝ) ^ 2) + L)) ↔
      Tendsto (fun z : ℝ => (c z - d z) / z ^ 2) (𝓝[≠] 0) (𝓝 L) := by
  have hp : (n : ℝ) ≠ 0 := by exact_mod_cast (by omega : n ≠ 0)
  -- the Dirac part alone
  have h0 : Tendsto (fun z : ℝ =>
      (diracFactor n (diracGamma z) - diracFactor 1 (diracGamma z)) / z ^ 2) (𝓝[≠] 0)
      (𝓝 (((n : ℝ) - 1) * (2 * n + 11) / (6 * (n : ℝ) ^ 2))) := by
    have h := (tendsto_diracFactor hn).sub (tendsto_diracFactor (le_refl 1))
    have e : (11 * (n : ℝ) ^ 2 + 9 * n - 11) / (6 * (n : ℝ) ^ 2) -
        (11 * ((1 : ℕ) : ℝ) ^ 2 + 9 * ((1 : ℕ) : ℝ) - 11) / (6 * ((1 : ℕ) : ℝ) ^ 2) =
        ((n : ℝ) - 1) * (2 * n + 11) / (6 * (n : ℝ) ^ 2) := by
      push_cast
      field_simp
      ring
    rw [e] at h
    exact h.congr fun z => by ring
  constructor
  · intro h
    have h' := h.sub h0
    rw [add_sub_cancel_left] at h'
    refine h'.congr fun z => ?_
    simp only [weightedDifference_eq hn]
    ring
  · intro h
    refine (h0.add h).congr fun z => ?_
    simp only [weightedDifference_eq hn]
    ring
```

A common term is the case of zero difference. The theorem places no condition on how `c` depends on z, not even continuity.

```lean
/-- A nuclear term `c` common to the `ns` and `1s` states, with any dependence on `z`, cancels:
for `n ≥ 1`, `(n³ Eₙ - E₁)/z²` tends to `(n-1)(2n+11)/(6n²)` as `z → 0`. -/
theorem nuclear_size_cancels {n : ℕ} (hn : 1 ≤ n) (c : ℝ → ℝ) :
    Tendsto (fun z : ℝ => weightedDifference n z (c z) (c z) / z ^ 2) (𝓝[≠] 0)
      (𝓝 (((n : ℝ) - 1) * (2 * n + 11) / (6 * (n : ℝ) ^ 2))) := by
  have h := (tendsto_weightedDifference_iff hn c c 0).mpr (by simp)
  rwa [add_zero] at h
```

Setting n = 2 gives the value 5/8.

```lean
/-- For the `2s` and `1s` states with a common nuclear term, `(8 E₂ - E₁)/z²` tends to `5/8` as
`z → 0`. -/
theorem nuclear_size_cancels_2s_1s (c : ℝ → ℝ) :
    Tendsto (fun z : ℝ => (8 * splitting 2 z (c z) - splitting 1 z (c z)) / z ^ 2) (𝓝[≠] 0)
      (𝓝 (5 / 8)) := by
  have h := nuclear_size_cancels (n := 2) (by norm_num) c
  have e : (((2 : ℕ) : ℝ) - 1) * (2 * ((2 : ℕ) : ℝ) + 11) / (6 * ((2 : ℕ) : ℝ) ^ 2) = 5 / 8 := by
    norm_num
  rw [e] at h
  refine h.congr fun z => ?_
  simp only [weightedDifference]
  norm_num

end

end HyperfineNuclearSize
```

```lean
#print axioms HyperfineNuclearSize.diracFactor_1s
#print axioms HyperfineNuclearSize.diracFactor_2s
#print axioms HyperfineNuclearSize.nuclear_size_cancels
#print axioms HyperfineNuclearSize.nuclear_size_cancels_2s_1s
```

```
'HyperfineNuclearSize.diracFactor_1s' depends on axioms: [propext, Classical.choice, Quot.sound]
'HyperfineNuclearSize.diracFactor_2s' depends on axioms: [propext, Classical.choice, Quot.sound]
'HyperfineNuclearSize.nuclear_size_cancels' depends on axioms: [propext, Classical.choice, Quot.sound]
'HyperfineNuclearSize.nuclear_size_cancels_2s_1s' depends on axioms: [propext, Classical.choice, Quot.sound]
```
